# Positive electron-number variance in a three-state grand-canonical ensemble at non-zero temperature

The theorem `numberVariance_pos` concerns a grand-canonical ensemble with just three states, one each with N − 1, N and N + 1 electrons. The state with n electrons has weight exp(−(E(n) − μn)/T), where the temperature T is in energy units (Boltzmann's constant is set to 1), and averages are divided by the sum of the three weights. The theorem states that the variance of the electron number is strictly positive, for any real energies E(n) and any real chemical potential μ. The physical reading needs T ≠ 0 and N ≥ 1, so that no electron number is negative. The Lean statement has neither hypothesis: N is any integer, and at T = 0 Lean's convention for division by zero makes all three weights 1. The proof reduces the claim to positivity of the variance's numerator, a sum of squared deviations times positive weights. It then splits on whether the mean equals N: if it does, the state with N + 1 electrons deviates from it by 1, and if not, the state with N electrons already contributes a positive term.

The first attempt, which Lean rejects:

```lean
import Mathlib

open Filter Topology Set

namespace NumberVariancePos

noncomputable section

/-- Gibbs weight of the state with `n` electrons at temperature `T ≠ 0` (in energy units). -/
def weight (E : ℤ → ℝ) (T μ : ℝ) (n : ℤ) : ℝ := Real.exp (-(E n - μ * n) / T)

/-- Grand-canonical average of `f` over one state each with `N-1`, `N`, `N+1` electrons,
for `T ≠ 0`. -/
def average (E : ℤ → ℝ) (T : ℝ) (N : ℤ) (μ : ℝ) (f : ℤ → ℝ) : ℝ :=
  (f (N - 1) * weight E T μ (N - 1) + f N * weight E T μ N + f (N + 1) * weight E T μ (N + 1)) /
    (weight E T μ (N - 1) + weight E T μ N + weight E T μ (N + 1))

/-- Mean electron number, for `T ≠ 0`. -/
def meanNumber (E : ℤ → ℝ) (T : ℝ) (N : ℤ) (μ : ℝ) : ℝ := average E T N μ (fun n => (n : ℝ))

/-- Variance of the electron number, for `T ≠ 0`. -/
def numberVariance (E : ℤ → ℝ) (T : ℝ) (N : ℤ) (μ : ℝ) : ℝ :=
  average E T N μ (fun n => ((n : ℝ) - meanNumber E T N μ) ^ 2)

/-- The number variance of the three-state ensemble is positive. -/
theorem numberVariance_pos (E : ℤ → ℝ) (T : ℝ) (N : ℤ) (μ : ℝ) :
    0 < numberVariance E T N μ := by
  have ha : 0 < weight E T μ (N - 1) := Real.exp_pos _
  have hb : 0 < weight E T μ N := Real.exp_pos _
  have hc : 0 < weight E T μ (N + 1) := Real.exp_pos _
  unfold numberVariance average
  apply div_pos _ (by positivity)
  -- the mean cannot coincide with both N and N + 1
  rcases eq_or_ne ((N : ℝ) - meanNumber E T N μ) 0 with h | h
  · have h1 : ((N + 1 : ℤ) : ℝ) - meanNumber E T N μ = 1 := by
      push_cast
      linarith
    rw [h1]
    positivity
  · have h2 : 0 < ((N : ℝ) - meanNumber E T N μ) ^ 2 := by positivity
    positivity

end

end NumberVariancePos
```

Compiling this gives:

```
Main.lean:38:8: error: Tactic `rewrite` failed: Did not find an occurrence of the pattern
  ↑(N + 1) - meanNumber E T N μ
in the target expression
  0 <
    (fun n => (↑n - meanNumber E T N μ) ^ 2) (N - 1) * weight E T μ (N - 1) +
        (fun n => (↑n - meanNumber E T N μ) ^ 2) N * weight E T μ N +
      (fun n => (↑n - meanNumber E T N μ) ^ 2) (N + 1) * weight E T μ (N + 1)

case inl
E : ℤ → ℝ
T : ℝ
N : ℤ
μ : ℝ
ha : 0 < weight E T μ (N - 1)
hb : 0 < weight E T μ N
hc : 0 < weight E T μ (N + 1)
h : ↑N - meanNumber E T N μ = 0
h1 : ↑(N + 1) - meanNumber E T N μ = 1
⊢ 0 <
    (fun n => (↑n - meanNumber E T N μ) ^ 2) (N - 1) * weight E T μ (N - 1) +
        (fun n => (↑n - meanNumber E T N μ) ^ 2) N * weight E T μ N +
      (fun n => (↑n - meanNumber E T N μ) ^ 2) (N + 1) * weight E T μ (N + 1)
```

The error arises in the case where the mean equals N. There `rw [h1]` looks for `↑(N + 1) - meanNumber E T N μ` in the goal and does not find it.

The hypothesis `h1` is sound, but the goal is not yet in the form it needs. Unfolding `average` put the squared-deviation function in place of `f` without evaluating it, leaving terms such as `(fun n => (↑n - meanNumber E T N μ) ^ 2) (N + 1)`. Inside that function the subtraction involves the bound variable `n`, not `N + 1`, and `rw` does not carry out the application before searching.

The added `beta_reduce` substitutes the arguments into the function bodies. The last term then contains `(↑(N + 1) - meanNumber E T N μ) ^ 2`, so `rw [h1]` can replace the deviation by 1, and `positivity` finishes the case. As the line stands before the split, it simplifies the goal in both cases, though only the first reported an error.

After these edits no error is left:

```diff
@@ -31,4 +31,5 @@
   unfold numberVariance average
   apply div_pos _ (by positivity)
+  beta_reduce
   -- the mean cannot coincide with both N and N + 1
   rcases eq_or_ne ((N : ℝ) - meanNumber E T N μ) 0 with h | h
```
